# The lowest one-dimensional empty-lattice band is continuous and periodic, with kinks exactly at the zone boundaries

A central difference tells me that a free electron at the zone boundary has zero velocity, and a second difference at the same point gives a negative inverse effective mass whose magnitude grows without limit as I refine the \(k\) mesh. I had folded the free-electron parabola with a period \(G\), kept the lowest energy at each \(k\), and treated the result as a smooth periodic function, since every parabola in it is smooth. Evidently it isn't smooth. Is it at least continuous where one parabola takes over from another? And are the zone boundaries the only bad points, or could there be others?

## One kink per period, with slopes \(G\) and \(-G\)

The band is continuous everywhere, and the zone boundaries are the only points where it has no derivative. Let \(G>0\) be the reciprocal lattice constant (\(2\pi/a\) for lattice spacing \(a\)), and use units in which \(\hbar^2/2m_{\mathrm e}=1\), with \(m_{\mathrm e}\) the electron mass. The lowest band is

\[
E(k)=\min_{n\in\mathbb Z}\,(k-nG)^2 .
\]

It has period \(G\) and maximum \(G^2/4\), and it fails to be differentiable exactly at \(k=(n+\tfrac12)G\) with \(n\) an integer. For \(G=1\) these are the half-odd integers, and the maximum is \(1/4\).

At such a point the slope is \(G\) from the left and \(-G\) from the right. Your central difference averages the two and returns zero, although no derivative exists there. Your second difference with step \(h\), for \(0<h\le G\), equals \(2-2G/h\), which explains the divergence.

## The derivation, branch by branch

**The nearest parabola is the lowest.** Suppose \(|k-nG|\le G/2\), and write \(u=k-nG\). For another integer \(m\) put \(d=(n-m)G\), so that \(k-mG=u+d\) and

\[
(k-mG)^2-(k-nG)^2=d\,(d+2u).
\]

Since \(m\ne n\), we have \(|d|\ge G\ge 2|u|\). Hence \(d+2u\) is zero or has the sign of \(d\), and the product is not negative. Branch \(n\) is therefore the lowest at \(k\), and \(E(k)=(k-nG)^2\).

Such an \(n\) exists for every \(k\). Let \(n\) be the integer nearest to \(k/G\); then \(|k/G-n|\le\tfrac12\), and multiplying by \(G\) gives \(|k-nG|\le G/2\).

**Periodicity.** If \(n\) is nearest for \(k\), then \(n+1\) serves for \(k+G\), because \(k+G-(n+1)G=k-nG\). The two energies are equal.

**Continuity.** Take two wave numbers \(k\) and \(q\), and let \(n\) be nearest for \(q\). The minimum at \(k\) cannot exceed branch \(n\) at \(k\), so

\[
E(k)\le (k-nG)^2=(k-q)^2+2(k-q)(q-nG)+E(q).
\]

With \(|q-nG|\le G/2\) this gives \(E(k)-E(q)\le (k-q)^2+G|k-q|\). Exchanging \(k\) and \(q\) gives the same bound for \(E(q)-E(k)\), hence

\[
|E(k)-E(q)|\le (k-q)^2+G|k-q| .
\]

The right side tends to zero as \(k\to q\).

**The maximum.** With \(n\) nearest for \(k\), \(E(k)=(k-nG)^2\le G^2/4\). At \(k=G/2\) the branch \(n=0\) gives exactly \(G^2/4\).

**Inside a zone.** If \(|k-nG|<G/2\) strictly, the same inequality holds for all \(q\) close enough to \(k\). The band then coincides with the single parabola \((q-nG)^2\) around \(k\), and its slope there is \(2(k-nG)\).

**At a boundary.** Let \(b=(n+\tfrac12)G\). On \([b-G,b]\) the lowest branch is \(n\), with slope \(2(b-nG)=G\) at \(b\). On \([b,b+G]\) it is \(n+1\), with slope \(2(b-(n+1)G)=-G\) at \(b\). A derivative at \(b\) would have to equal both, which would force \(G=0\).

**No other bad points.** Let \(E\) have no derivative at \(k\), and let \(n\) be nearest for \(k\). The interior case is excluded, so \(|k-nG|=G/2\). Either \(k=(n+\tfrac12)G\), or \(k=(n-\tfrac12)G=((n-1)+\tfrac12)G\). Both are zone boundaries.

## What the formal theorem says about the band

In the Lean code below, `lowestBand G k` is \(E(k)\), with `G` and `k` real numbers and the branch label `n` an integer. It is defined as an infimum, `⨅ n : ℤ, (k - n * G) ^ 2`; that the infimum is attained for `0 < G` follows from `exists_zone` and `isLeast_branch` together. The final theorem, `lowestBand_structure`, assumes only `0 < G` and states four things:

- `Function.Periodic (lowestBand G) G` says that \(E(k+G)=E(k)\) for all \(k\).
- `Continuous (lowestBand G)` is continuity on the whole real line.
- `IsGreatest (range (lowestBand G)) (G ^ 2 / 4)` says that \(G^2/4\) is a value of the band and that no value exceeds it.
- The last clause says, for every real \(k\), that `¬ DifferentiableAt ℝ (lowestBand G) k` holds if and only if \(k=(n+\tfrac12)G\) for some integer \(n\).

The one-sided slopes are stated separately in `slopes_at_boundary`. There `HasDerivWithinAt` on `Iic`, the half-line up to and including the boundary, is the left derivative, and on `Ici` it is the right derivative.

The hypothesis on `G` stands for the presence of a lattice period. At \(G=0\) all branches coincide and \(E(k)=k^2\) is smooth and unbounded, so \(G\) must be nonzero; taking it positive is a convention.

"Zone" here means an interval of width \(G\) centred at some \(nG\), that is, a translated copy of the first Brillouin zone. It doesn't mean the second or third Brillouin zone of the extended scheme, whose boundaries also include points such as \(k=G\), where the lowest band is smooth.

The model contains no Schrödinger equation. The step from it to an electron is the identification of the numbers \((k-nG)^2\) with the energies of the plane waves \(e^{i(k-nG)x}\), which all share the Bloch wave number \(k\); this identification is built into the definition. The setting is one-dimensional and non-interacting with zero potential, and only the lowest band is treated. Within those limits, the result describes the starting point of the nearly-free-electron picture of band structure.

## The Lean proof

```lean
import Mathlib

open Filter Topology Set

namespace EmptyLattice

/-- The lowest empty-lattice band in units where ħ²/2m = 1: the infimum over integers `n` of the
free-electron branches `(k - n G)²`, with `G` the reciprocal lattice constant. -/
noncomputable def lowestBand (G k : ℝ) : ℝ := ⨅ n : ℤ, (k - n * G) ^ 2

/-- For `G > 0` every wave number lies within `G/2` of some reciprocal lattice point `n G`. -/
theorem exists_zone {G : ℝ} (hG : 0 < G) (k : ℝ) : ∃ n : ℤ, |k - n * G| ≤ G / 2 := by
  have h := abs_sub_round (k / G)
  refine ⟨round (k / G), ?_⟩
  generalize round (k / G) = r at h ⊢
  have e : k - r * G = (k / G - r) * G := by
    rw [sub_mul, div_mul_cancel₀ _ hG.ne']
  rw [e, abs_mul, abs_of_pos hG]
  nlinarith

/-- If `k` lies within `G/2` of the reciprocal lattice point `n G`, then the branch centred at
`n G` has the least energy of all branches at `k`. -/
theorem isLeast_branch {G k : ℝ} {n : ℤ} (h : |k - n * G| ≤ G / 2) :
    IsLeast (range fun m : ℤ => (k - m * G) ^ 2) ((k - n * G) ^ 2) := by
  have hG : 0 ≤ G := by linarith [abs_nonneg (k - n * G)]
  obtain ⟨h1, h2⟩ := abs_le.mp h
  refine ⟨⟨n, rfl⟩, ?_⟩
  rintro _ ⟨m, rfl⟩
  change (k - n * G) ^ 2 ≤ (k - m * G) ^ 2
  -- a different branch is centred at least one full `G` away
  rcases lt_trichotomy m n with hm | hm | hm
  · have hc : (m : ℝ) + 1 ≤ n := by exact_mod_cast Int.add_one_le_iff.mpr hm
    have h3 : G ≤ (n - m) * G := by nlinarith
    have h4 : 0 ≤ ((n - m) * G) * (2 * (k - n * G) + (n - m) * G) :=
      mul_nonneg (by linarith) (by linarith)
    linarith
  · rw [hm]
  · have hc : (n : ℝ) + 1 ≤ m := by exact_mod_cast Int.add_one_le_iff.mpr hm
    have h3 : G ≤ (m - n) * G := by nlinarith
    have h4 : 0 ≤ ((m - n) * G) * ((m - n) * G - 2 * (k - n * G)) :=
      mul_nonneg (by linarith) (by linarith)
    linarith

/-- Within `G/2` of the reciprocal lattice point `n G` the lowest band is the parabola
`(k - n G)²`. -/
theorem lowestBand_eq {G k : ℝ} {n : ℤ} (h : |k - n * G| ≤ G / 2) :
    lowestBand G k = (k - n * G) ^ 2 :=
  (isLeast_branch h).csInf_eq

/-- For `G > 0` the energies at two wave numbers `k` and `q` differ by at most
`(k - q)² + G |k - q|`. -/
theorem abs_lowestBand_sub_le {G : ℝ} (hG : 0 < G) (k q : ℝ) :
    |lowestBand G k - lowestBand G q| ≤ (k - q) ^ 2 + G * |k - q| := by
  -- one-sided estimate: follow the branch that is lowest at `b`
  have key : ∀ a b : ℝ, lowestBand G a - lowestBand G b ≤ (a - b) ^ 2 + G * |a - b| := by
    intro a b
    obtain ⟨n, hn⟩ := exists_zone hG b
    obtain ⟨m, hm⟩ := exists_zone hG a
    have h1 : (a - m * G) ^ 2 ≤ (a - n * G) ^ 2 := (isLeast_branch hm).2 ⟨n, rfl⟩
    have h2 : (a - b) * (b - n * G) ≤ |a - b| * (G / 2) :=
      calc (a - b) * (b - n * G) ≤ |(a - b) * (b - n * G)| := le_abs_self _
        _ = |a - b| * |b - n * G| := abs_mul _ _
        _ ≤ |a - b| * (G / 2) := mul_le_mul_of_nonneg_left hn (abs_nonneg _)
    rw [lowestBand_eq hn, lowestBand_eq hm]
    linarith
  refine abs_sub_le_iff.mpr ⟨key k q, ?_⟩
  have h := key q k
  rw [abs_sub_comm q k] at h
  linarith

/-- The free-electron parabola centred at `c` has slope `2 (k - c)` at `k`. -/
theorem hasDerivAt_branch (c k : ℝ) :
    HasDerivAt (fun q : ℝ => (q - c) ^ 2) (2 * (k - c)) k := by
  simpa using ((hasDerivAt_id k).sub_const c).fun_pow 2

/-- At a wave number `k` strictly closer than `G/2` to the reciprocal lattice point `n G`, the
lowest band is differentiable with slope `2 (k - n G)`. -/
theorem hasDerivAt_interior {G k : ℝ} {n : ℤ} (h : |k - n * G| < G / 2) :
    HasDerivAt (lowestBand G) (2 * (k - n * G)) k := by
  refine (hasDerivAt_branch (n * G) k).congr_of_eventuallyEq ?_
  have hc : Continuous fun q : ℝ => |q - n * G| := by fun_prop
  filter_upwards [hc.continuousAt.eventually_lt continuousAt_const h] with q hq
  exact lowestBand_eq hq.le

/-- For `G > 0` the lowest band has a kink at each zone boundary `(n + 1/2) G`: its slope is `G`
from the left and `-G` from the right. -/
theorem slopes_at_boundary {G : ℝ} (hG : 0 < G) (n : ℤ) :
    HasDerivWithinAt (lowestBand G) G (Iic ((n + 1 / 2) * G)) ((n + 1 / 2) * G) ∧
    HasDerivWithinAt (lowestBand G) (-G) (Ici ((n + 1 / 2) * G)) ((n + 1 / 2) * G) := by
  set b : ℝ := (n + 1 / 2) * G with hb
  -- the branches `n` and `n + 1` are lowest on the two sides of the boundary
  have left : ∀ q, q ≤ b → b - G < q → lowestBand G q = (q - n * G) ^ 2 := by
    intro q h1 h2
    exact lowestBand_eq (abs_le.mpr ⟨by linarith, by linarith⟩)
  have right : ∀ q, b ≤ q → q < b + G → lowestBand G q = (q - (n + 1) * G) ^ 2 := by
    intro q h1 h2
    have h : |q - ((n + 1 : ℤ) : ℝ) * G| ≤ G / 2 := by
      push_cast
      exact abs_le.mpr ⟨by linarith, by linarith⟩
    have e := lowestBand_eq h
    push_cast at e
    exact e
  constructor
  · have d : HasDerivAt (fun q : ℝ => (q - n * G) ^ 2) G b :=
      (hasDerivAt_branch (n * G) b).congr_deriv (by rw [hb]; ring)
    refine d.hasDerivWithinAt.congr_of_eventuallyEq ?_ (left b le_rfl (by linarith))
    filter_upwards [self_mem_nhdsWithin,
      mem_nhdsWithin_of_mem_nhds (Ioi_mem_nhds (show b - G < b by linarith))] with q h1 h2
    exact left q h1 h2
  · have d : HasDerivAt (fun q : ℝ => (q - (n + 1) * G) ^ 2) (-G) b :=
      (hasDerivAt_branch ((n + 1) * G) b).congr_deriv (by rw [hb]; ring)
    refine d.hasDerivWithinAt.congr_of_eventuallyEq ?_ (right b le_rfl (by linarith))
    filter_upwards [self_mem_nhdsWithin,
      mem_nhdsWithin_of_mem_nhds (Iio_mem_nhds (show b < b + G by linarith))] with q h1 h2
    exact right q h1 h2

/-- For `G > 0` the lowest empty-lattice band is `G`-periodic and continuous, has maximum `G²/4`,
and fails to be differentiable exactly at the zone boundaries `(n + 1/2) G`, `n` an integer. -/
theorem lowestBand_structure {G : ℝ} (hG : 0 < G) :
    Function.Periodic (lowestBand G) G ∧ Continuous (lowestBand G) ∧
    IsGreatest (range (lowestBand G)) (G ^ 2 / 4) ∧
    ∀ k, ¬ DifferentiableAt ℝ (lowestBand G) k ↔ ∃ n : ℤ, k = (n + 1 / 2) * G := by
  refine ⟨fun k => ?_, ?_, ⟨⟨G / 2, ?_⟩, ?_⟩, fun k => ⟨fun hk => ?_, ?_⟩⟩
  · -- a shift of `k` by `G` relabels the branches
    obtain ⟨n, hn⟩ := exists_zone hG k
    have e : k + G - ((n + 1 : ℤ) : ℝ) * G = k - n * G := by push_cast; ring
    rw [lowestBand_eq hn, lowestBand_eq (n := n + 1) (by rw [e]; exact hn), e]
  · rw [continuous_iff_continuousAt]
    intro q
    have h0 : Tendsto (fun k : ℝ => (k - q) ^ 2 + G * |k - q|) (𝓝 q) (𝓝 0) := by
      have hc : Continuous fun k : ℝ => (k - q) ^ 2 + G * |k - q| := by fun_prop
      simpa using hc.tendsto q
    exact tendsto_iff_dist_tendsto_zero.mpr (squeeze_zero (fun _ => dist_nonneg)
      (fun k => by rw [Real.dist_eq]; exact abs_lowestBand_sub_le hG k q) h0)
  · have h : |G / 2 - ((0 : ℤ) : ℝ) * G| ≤ G / 2 := by
      rw [Int.cast_zero, zero_mul, sub_zero, abs_of_pos (half_pos hG)]
    rw [lowestBand_eq h, Int.cast_zero]
    ring
  · rintro _ ⟨k, rfl⟩
    obtain ⟨n, hn⟩ := exists_zone hG k
    obtain ⟨h1, h2⟩ := abs_le.mp hn
    rw [lowestBand_eq hn]
    nlinarith
  · -- a point of non-differentiability is an end point of its zone
    obtain ⟨n, hn⟩ := exists_zone hG k
    have h : |k - n * G| = G / 2 :=
      hn.eq_of_not_lt fun hlt => hk (hasDerivAt_interior hlt).differentiableAt
    rcases (abs_eq (half_pos hG).le).mp h with h | h
    · exact ⟨n, by linarith⟩
    · exact ⟨n - 1, by push_cast; linarith⟩
  · -- a derivative at the boundary would equal both one-sided slopes
    rintro ⟨n, rfl⟩ hd
    obtain ⟨hl, hr⟩ := slopes_at_boundary hG n
    have e1 := (uniqueDiffWithinAt_Iic _).eq_deriv _ hl hd.hasDerivAt.hasDerivWithinAt
    have e2 := (uniqueDiffWithinAt_Ici _).eq_deriv _ hr hd.hasDerivAt.hasDerivWithinAt
    linarith

end EmptyLattice
```

```lean
#print axioms EmptyLattice.lowestBand_structure
```

```
'EmptyLattice.lowestBand_structure' depends on axioms: [propext, Classical.choice, Quot.sound]
```

`exists_zone` is the rounding step. Mathlib supplies \(|k/G-\mathrm{round}(k/G)|\le\tfrac12\), and the rest multiplies this by \(G\).

`isLeast_branch` compares the branches. It splits into the cases \(m<n\), \(m=n\) and \(m>n\), because the sign of \(d=(n-m)G\) decides which factors are non-negative. In the first case `h4` is the product \(d(d+2u)\ge 0\) from the derivation; in the third it is the same product with both signs reversed. `lowestBand_eq` then replaces the infimum by the least element, so all later steps work with an explicit parabola.

`abs_lowestBand_sub_le` is the continuity estimate. Its inner statement `key` is the one-sided bound: `h1` says that the lowest energy at `a` does not exceed branch `n` at `a`, and `h2` bounds half of the cross term. Applying `key` in both orders gives the absolute value.

`hasDerivAt_branch` differentiates one parabola. `hasDerivAt_interior` transfers that derivative to the band through `congr_of_eventuallyEq`, which requires the two functions to agree near \(k\). The agreement comes from the continuity of \(|q-nG|\), which keeps the strict inequality true in a neighbourhood.

`slopes_at_boundary` does the same on each side of \(b\). The local facts `left` and `right` identify the band with branch \(n\) below the boundary and with branch \(n+1\) above it. Each parabola has an ordinary derivative at \(b\), which is restricted to the relevant half-line and carried over to the band.

The main theorem assembles these results:

- Periodicity uses the relabelling \(n\to n+1\).
- Continuity squeezes \(|E(k)-E(q)|\) between zero and the bound above.
- The maximum is evaluated at `G / 2`, and the upper bound follows from `exists_zone`.
- For a point without a derivative, `hasDerivAt_interior` rules out the strict inequality, and the two signs in \(k-nG=\pm G/2\) give the labels `n` and `n - 1`.
- For the converse, a supposed derivative at the boundary is restricted to each half-line. One-sided derivatives are unique, so it equals both \(G\) and \(-G\), and `linarith` finds the contradiction with \(G>0\).

## The switch of branches in a plane-wave calculation

In the plane-wave basis \(e^{i(k-nG)x}\) with zero potential, the Hamiltonian matrix at fixed \(k\) is diagonal with entries \((k-nG)^2\), and the lowest band is its smallest entry. Take \(G=1\) and the three waves \(n=-1,0,1\):

| \(k\) | \(n=-1\) | \(n=0\) | \(n=1\) | lowest | slope |
|---|---|---|---|---|---|
| 0.3 | 1.69 | 0.09 | 0.49 | 0.09 | 0.6 |
| 0.5 | 2.25 | 0.25 | 0.25 | 0.25 | 1 from the left, −1 from the right |
| 0.7 | 2.89 | 0.49 | 0.09 | 0.09 | −0.6 |

Sorting the eigenvalues by energy therefore changes the plane wave behind "band 1" at \(k=0.5\). The energy passes through continuously while the slope jumps.

The basis also limits the range of \(k\). With the fixed set \(|n|\le N\), the smallest entry is the true lowest band for \(|k|\le(N+\tfrac12)G\). Further out the nearest wave is missing, the energy follows the outermost parabola upwards, and the periodicity is lost.

A weak periodic potential that couples the two degenerate waves with matrix element \(V\ne0\) splits them by \(2|V|\) in the two-wave approximation and rounds the kink into a smooth maximum. That is ordinary degenerate perturbation theory, a separate matter from the theorem. In that case zero velocity at the boundary is a real property of the band; in the empty lattice it comes only from averaging two opposite slopes.
